# In the nine-wave local-pseudopotential model of diamond, the two zone-centre triplets coincide

Suppose that the form factors of a diamond-structure crystal are fitted in a small plane-wave basis, and that one target is the splitting between the inversion-even and inversion-odd triplets at the zone centre, conventionally $\Gamma_{25'}$ and $\Gamma_{15}$. With only $G=0$ and the eight waves $(\pm1,\pm1,\pm1)$, no fit can reach a non-zero target. With zero average potential and energies in units of $(\hbar^2/2m)(2\pi/a)^2$, where $a$ is the cubic lattice constant, both triplets sit at $3-v(8)$. This holds for every real, local form factor $v$ that depends only on the squared length of $G-G'$, in units of $(2\pi/a)^2$. The normalisation is that the potential's Fourier coefficient equals $v$ times the structure factor $\cos(\pi n/4)$, where $n$ is the sum of the three components of $G-G'$ in units of $2\pi/a$.

For simulation practice this is a statement about basis size: in this spinless, independent-electron model with nine waves, a missing splitting calls for more waves and not for better parameters.

## Nine waves at the zone centre

Reciprocal vectors are integer triples in units of $2\pi/a$, with $a$ the cubic lattice constant, and energies are in units of $(\hbar^2/2m)(2\pi/a)^2$. The kinetic energy is then $|G|^2$: 0 for wave 0 and 3 for waves 1 to 8. The average potential is set to zero.

```lean
import Mathlib

open Real Matrix

namespace DiamondNineWaves

noncomputable section

/-- The nine plane waves: `G = 0`, then the two tetrahedra that make up `(±1, ±1, ±1)`. -/
def wave : Fin 9 → Fin 3 → ℤ :=
  ![![0, 0, 0], ![1, 1, 1], ![1, -1, -1], ![-1, 1, -1], ![-1, -1, 1],
    ![-1, -1, -1], ![-1, 1, 1], ![1, -1, 1], ![1, 1, -1]]

/-- The squared length of a reciprocal vector. -/
def normSq (g : Fin 3 → ℤ) : ℤ := g 0 ^ 2 + g 1 ^ 2 + g 2 ^ 2
```

Waves 1–4 form one tetrahedron and waves 5–8 the opposite one. The derivation uses the common kinetic energy 3 in every row for waves 1–8; the proof uses it when `hamiltonian_mulVec` evaluates `normSq`.

Away from the zone centre the kinetic energies differ. With $v=0$ and wavevector $(\varepsilon,0,0)$, $\varepsilon$ small and non-zero, the eight waves split into two groups of four, and no level is sixfold.

A larger basis can separate the triplets. Add the six waves of type $(\pm2,0,0)$, with kinetic energy 4, and take $v(3)=1$ with all other values zero. The odd triplet stays at 3. Each even triplet state mixes with an even combination of the new waves through

$$\begin{pmatrix}3&\sqrt2\\ \sqrt2&4\end{pmatrix},$$

whose eigenvalues are 2 and 5.

## The diamond structure factor

Two identical atoms per cell, with the origin midway between them, give the mean phase factor $\cos(\pi n/4)$, where $n=h+k+l$ for $(h,k,l)=G-G'$.

```lean
/-- The diamond structure factor `cos (π n / 4)` as a function of `n = h + k + l`. -/
def phase (n : ℤ) : ℝ := cos (π * (n : ℝ) / 4)
```

The coordinate sum of a wave is $3$ or $-1$ on the first tetrahedron and $-3$ or $1$ on the second. Differences between tetrahedra therefore have $n=\pm2$ or $6$ (or $-6$ in the other order), where the cosine vanishes, so the tetrahedra do not couple directly. Within a tetrahedron all differences have squared length 8. The factor is $-1$ between wave 1 and waves 2, 3, 4, where $n=\pm4$, and $+1$ among waves 2, 3, 4, where $n=0$. The second tetrahedron follows the same pattern. Coupling to $G=0$ carries $-\sqrt2/2$ for waves 1 and 5, and $+\sqrt2/2$ for the other six.

The vanishing at $n=\pm2$ matters. Replace the cosine by 1 and let $v(4)=1$ be the only non-zero value. The eight waves then couple along the edges of a cube, with levels $6,4,4,4,2,2,2,0$. The triplets are at 4 and 2, and $3-v(8)=3$ is not an eigenvalue.

## A real form factor that depends on length alone

The function `v : ℤ → ℝ` stands for a local, spherically symmetric atomic pseudopotential. Its values at different squared lengths are unrestricted.

```lean
/-- The zone-centre pseudopotential Hamiltonian in the nine plane waves, with form factor `v`
a function of the squared length of `G - G'`. -/
def hamiltonian (v : ℤ → ℝ) : Matrix (Fin 9) (Fin 9) ℝ := Matrix.of fun i j =>
  if i = j then (normSq (wave i) : ℝ)
  else v (normSq (wave i - wave j)) *
    phase ((wave i - wave j) 0 + (wave i - wave j) 1 + (wave i - wave j) 2)

/-- The space of solutions of `H ψ = (3 - v(8)) ψ`. -/
abbrev level (v : ℤ → ℝ) : Submodule ℝ (Fin 9 → ℝ) :=
  Module.End.eigenspace (Matrix.toLin' (hamiltonian v)) (3 - v 8)
```

`level v` is the eigenspace at $3-v(8)$, and its dimension, `Module.finrank`, is the multiplicity.

Write $\psi_i$ for the amplitude of wave $i$, $u=v(3)\sqrt2/2$, and

$$s_A=\psi_2+\psi_3+\psi_4-\psi_1,\qquad s_B=\psi_6+\psi_7+\psi_8-\psi_5 .$$

```lean
/-- The signed sum of amplitudes on the first tetrahedron. -/
def sumA (ψ : Fin 9 → ℝ) : ℝ := ψ 2 + ψ 3 + ψ 4 - ψ 1

/-- The signed sum of amplitudes on the second tetrahedron. -/
def sumB (ψ : Fin 9 → ℝ) : ℝ := ψ 6 + ψ 7 + ψ 8 - ψ 5
```

Row 2 of $H\psi$ is

$$3\psi_2+v(8)(\psi_3+\psi_4-\psi_1)+u\psi_0=(3-v(8))\psi_2+v(8)s_A+u\psi_0 .$$

Rows 3 and 4 are alike. Row 1 is

$$3\psi_1-v(8)(\psi_2+\psi_3+\psi_4)-u\psi_0=(3-v(8))\psi_1-\bigl(v(8)s_A+u\psi_0\bigr).$$

The second tetrahedron gives the same rows with $s_B$, and row 0 is $u(s_A+s_B)$. At energy $3-v(8)$ the eigenvalue equation is therefore

$$u(s_A+s_B)=(3-v(8))\psi_0,\qquad v(8)s_A+u\psi_0=0,\qquad v(8)s_B+u\psi_0=0 .$$

All three hold when $\psi_0=s_A=s_B=0$. These are three independent conditions on nine amplitudes, so six dimensions remain for every $v$. The map `sextet` parametrises them by $\psi_2,\psi_3,\psi_4,\psi_6,\psi_7,\psi_8$.

```lean
/-- The states with no `G = 0` amplitude and vanishing signed sums, in six free amplitudes. -/
def sextet : (Fin 6 → ℝ) →ₗ[ℝ] (Fin 9 → ℝ) where
  toFun x := ![0, x 0 + x 1 + x 2, x 0, x 1, x 2, x 3 + x 4 + x 5, x 3, x 4, x 5]
  map_add' x y := by
    funext i
    fin_cases i <;> simp <;> ring
  map_smul' r x := by
    funext i
    fin_cases i <;> simp <;> ring
```

The rows use the same form factor $v(8)$ for all $\{220\}$ differences. If the potential acted only at $\pm(0,2,2)$, with coefficient 1, it would couple wave 1 to 2 and wave 5 to 6. The levels would be 4 and 2, twice each, 3 four times, and 0: none is sixfold.

Reality of $v$ makes $H$ Hermitian. The sextet calculation itself does not need it, but the last theorem below, `multiplicity_eq_six`, does.

## Parity plus or minus one

Inversion about the bond midpoint exchanges the amplitudes at $G$ and $-G$. A state of parity $p$ has $\psi_{i+4}=p\,\psi_i$ for $i=1,\dots,4$. In the sextet this leaves $\psi_2,\psi_3,\psi_4$ free, hence three even and three odd states.

```lean
/-- Three amplitudes on the first tetrahedron, repeated on the second with factor `p`. -/
def partner (p : ℝ) : (Fin 3 → ℝ) →ₗ[ℝ] (Fin 6 → ℝ) where
  toFun x := ![x 0, x 1, x 2, p * x 0, p * x 1, p * x 2]
  map_add' x y := by
    funext i
    fin_cases i <;> simp <;> ring
  map_smul' r x := by
    funext i
    fin_cases i <;> simp <;> ring

/-- The label of the plane wave `-G`, given the label of `G`. -/
def antipode : Fin 9 → Fin 9 := ![0, 5, 6, 7, 8, 1, 2, 3, 4]

/-- Inversion, which replaces the amplitude at `G` by the amplitude at `-G`. -/
def inversion : (Fin 9 → ℝ) →ₗ[ℝ] (Fin 9 → ℝ) := LinearMap.funLeft ℝ ℝ antipode

/-- The relabelling used for inversion does send each `G` to `-G`. -/
theorem wave_antipode : ∀ i, wave (antipode i) = -wave i := by decide
```

The condition `p = 1 ∨ p = -1` is needed because inversion applied twice is the identity. For any other $p$ its eigenspace is zero, and a lower bound of three would be false.

## No condition on the values of the form factor

The proof begins with the cosine values found above.

```lean
/-- The structure factor is even in `h + k + l`, and takes these values at 0, 1, 2, 3, 4, 6. -/
theorem phase_values : (∀ n, phase (-n) = phase n) ∧ phase 0 = 1 ∧ phase 1 = √2 / 2 ∧
    phase 2 = 0 ∧ phase 3 = -(√2 / 2) ∧ phase 4 = -1 ∧ phase 6 = 0 := by
  refine ⟨fun n => ?_, ?_, ?_, ?_, ?_, ?_, ?_⟩
  · have h : π * ((-n : ℤ) : ℝ) / 4 = -(π * (n : ℝ) / 4) := by push_cast; ring
    rw [phase, h, Real.cos_neg, phase]
  · simp [phase]
  · have h : π * ((1 : ℤ) : ℝ) / 4 = π / 4 := by push_cast; ring
    rw [phase, h, Real.cos_pi_div_four]
  · have h : π * ((2 : ℤ) : ℝ) / 4 = π / 2 := by push_cast; ring
    rw [phase, h, Real.cos_pi_div_two]
  · have h : π * ((3 : ℤ) : ℝ) / 4 = π - π / 4 := by push_cast; ring
    rw [phase, h, Real.cos_pi_sub, Real.cos_pi_div_four]
  · have h : π * ((4 : ℤ) : ℝ) / 4 = π := by push_cast; ring
    rw [phase, h, Real.cos_pi]
  · have h : π * ((6 : ℤ) : ℝ) / 4 = π / 2 + π := by push_cast; ring
    rw [phase, h, Real.cos_add_pi, Real.cos_pi_div_two, neg_zero]
```

Next, `hamiltonian_mulVec` computes the nine rows: `fin_cases i` takes them one at a time, `simp` inserts the matrix elements, and `ring` collects terms into the signed sums.

```lean
/-- The action of the Hamiltonian: apart from a diagonal term, each tetrahedron enters
only through its signed sum. -/
theorem hamiltonian_mulVec (v : ℤ → ℝ) (ψ : Fin 9 → ℝ) : hamiltonian v *ᵥ ψ =
    ![v 3 * (√2 / 2) * (sumA ψ + sumB ψ),
      (3 - v 8) * ψ 1 - (v 8 * sumA ψ + v 3 * (√2 / 2) * ψ 0),
      (3 - v 8) * ψ 2 + (v 8 * sumA ψ + v 3 * (√2 / 2) * ψ 0),
      (3 - v 8) * ψ 3 + (v 8 * sumA ψ + v 3 * (√2 / 2) * ψ 0),
      (3 - v 8) * ψ 4 + (v 8 * sumA ψ + v 3 * (√2 / 2) * ψ 0),
      (3 - v 8) * ψ 5 - (v 8 * sumB ψ + v 3 * (√2 / 2) * ψ 0),
      (3 - v 8) * ψ 6 + (v 8 * sumB ψ + v 3 * (√2 / 2) * ψ 0),
      (3 - v 8) * ψ 7 + (v 8 * sumB ψ + v 3 * (√2 / 2) * ψ 0),
      (3 - v 8) * ψ 8 + (v 8 * sumB ψ + v 3 * (√2 / 2) * ψ 0)] := by
  obtain ⟨pn, p0, p1, p2, p3, p4, p6⟩ := phase_values
  have hs (f : Fin 9 → ℝ) :
      ∑ i, f i = f 0 + f 1 + f 2 + f 3 + f 4 + f 5 + f 6 + f 7 + f 8 := by
    rw [Fin.sum_univ_castSucc, Fin.sum_univ_eight]
    rfl
  funext i
  fin_cases i <;>
    simp [Matrix.mulVec, dotProduct, hs, hamiltonian, wave, normSq, sumA, sumB,
      pn, p0, p1, p2, p3, p4, p6] <;> ring
```

The three scalar equations come from rows 0, 1 and 5; conversely, they imply all nine rows.

```lean
/-- The eigenvalue equation at `3 - v(8)` amounts to three scalar equations. -/
theorem mem_level_iff (v : ℤ → ℝ) (ψ : Fin 9 → ℝ) : ψ ∈ level v ↔
    v 3 * (√2 / 2) * (sumA ψ + sumB ψ) = (3 - v 8) * ψ 0 ∧
    v 8 * sumA ψ + v 3 * (√2 / 2) * ψ 0 = 0 ∧
    v 8 * sumB ψ + v 3 * (√2 / 2) * ψ 0 = 0 := by
  rw [Module.End.mem_eigenspace_iff, Matrix.toLin'_apply, hamiltonian_mulVec]
  constructor
  · intro h
    have h1 : (3 - v 8) * ψ 1 - (v 8 * sumA ψ + v 3 * (√2 / 2) * ψ 0)
        = (3 - v 8) * ψ 1 := congrFun h 1
    have h5 : (3 - v 8) * ψ 5 - (v 8 * sumB ψ + v 3 * (√2 / 2) * ψ 0)
        = (3 - v 8) * ψ 5 := congrFun h 5
    exact ⟨congrFun h 0, by linarith, by linarith⟩
  · rintro ⟨h0, hA, hB⟩
    rw [h0, hA, hB]
    funext i
    fin_cases i <;> simp
```

The sextet satisfies these equations, and its six parameters can be read off from the state, so the map is injective.

```lean
/-- For every form factor, the states of the sextet have energy `3 - v(8)`. -/
theorem sextet_le_level (v : ℤ → ℝ) : LinearMap.range sextet ≤ level v := by
  rintro _ ⟨x, rfl⟩
  rw [mem_level_iff]
  simp [sextet, sumA, sumB]

/-- The six free amplitudes of the sextet are independent. -/
theorem sextet_injective : Function.Injective sextet := by
  intro x y h
  funext i
  fin_cases i
  exacts [congrFun h 2, congrFun h 3, congrFun h 4, congrFun h 6, congrFun h 7, congrFun h 8]
```

An injective image of a six-dimensional space lies inside the eigenspace, which gives the bound.

```lean
/-- For every real form factor, `3 - v(8)` is an eigenvalue of multiplicity at least six. -/
theorem six_le_multiplicity (v : ℤ → ℝ) : 6 ≤ Module.finrank ℝ (level v) := by
  have h := Submodule.finrank_mono (sextet_le_level v)
  rwa [LinearMap.finrank_range_of_inj sextet_injective, Module.finrank_fin_fun] at h
```

The same dimension count, applied to `sextet ∘ₗ partner p`, places three independent states of each parity in the level. The theorem counts states by parity; it does not identify representations of the full cubic group.

```lean
/-- For every form factor, the level `3 - v(8)` holds at least three independent states of
even parity (`p = 1`) and at least three of odd parity (`p = -1`). -/
theorem triplet_of_each_parity (v : ℤ → ℝ) (p : ℝ) (hp : p = 1 ∨ p = -1) :
    3 ≤ Module.finrank ℝ ↥(level v ⊓ Module.End.eigenspace inversion p) := by
  have hinj : Function.Injective (sextet ∘ₗ partner p) := by
    intro x y h
    funext i
    fin_cases i
    exacts [congrFun h 2, congrFun h 3, congrFun h 4]
  have hle : LinearMap.range (sextet ∘ₗ partner p) ≤
      level v ⊓ Module.End.eigenspace inversion p := by
    rintro _ ⟨x, rfl⟩
    refine Submodule.mem_inf.mpr ⟨sextet_le_level v ⟨partner p x, rfl⟩, ?_⟩
    rw [Module.End.mem_eigenspace_iff]
    funext i
    rcases hp with rfl | rfl <;> fin_cases i <;>
      simp [inversion, LinearMap.funLeft_apply, antipode, sextet, partner] <;> ring
  have h := Submodule.finrank_mono hle
  rwa [LinearMap.finrank_range_of_inj hinj, Module.finrank_fin_fun] at h
```

## Two conditions for exactly six

The conditions $v(8)\ne0$ and $v(3)^2\ne v(8)(v(8)-3)$ say that no further state meets the sextet accidentally. To see that they suffice, add the last two scalar equations, multiply by $u$, and substitute the first. Since $2u^2=v(3)^2$,

$$\bigl(v(3)^2-v(8)(v(8)-3)\bigr)\psi_0=0 .$$

The second condition gives $\psi_0=0$. Then $v(8)s_A=v(8)s_B=0$, and the first condition gives $s_A=s_B=0$, so the state belongs to the sextet.

Each condition is also necessary:

- If $v(8)=0$, the normalised state with $\psi_1=-1/\sqrt2$, $\psi_5=1/\sqrt2$ and all other amplitudes zero solves the three equations. It has $s_A=1/\sqrt2$, so it lies outside the sextet.
- If $v(8)\ne0$ but $v(3)^2=v(8)(v(8)-3)$, take $\psi_0=-v(8)/N$ and $\psi_1=\psi_5=-u/N$, with all other amplitudes zero and $N=\sqrt{v(8)^2+v(3)^2}$. Then $s_A=s_B=u/N$, the equations hold, and $\psi_0\ne0$.

The Lean proof uses these two vectors without normalisation. If the multiplicity were six, the sextet would fill the eigenspace, and each vector would contradict that. In the other direction, the first `linear_combination` after `key` carries out the elimination of $s_A$ and $s_B$.

```lean
/-- The multiplicity is exactly six if and only if `v(8) ≠ 0` and
`v(3)² ≠ v(8) (v(8) - 3)`. -/
theorem multiplicity_eq_six_iff (v : ℤ → ℝ) : Module.finrank ℝ (level v) = 6 ↔
    v 8 ≠ 0 ∧ v 3 ^ 2 ≠ v 8 * (v 8 - 3) := by
  have hs : √2 ^ 2 = (2 : ℝ) := Real.sq_sqrt (by norm_num)
  have hr : Module.finrank ℝ (LinearMap.range sextet) = 6 := by
    rw [LinearMap.finrank_range_of_inj sextet_injective, Module.finrank_fin_fun]
  constructor
  · intro h
    have heq := Submodule.eq_of_le_of_finrank_eq (sextet_le_level v) (hr.trans h.symm)
    have hw : v 8 ≠ 0 := by
      intro hw
      -- without v(8), an odd combination of the two tetrahedra joins the level
      have hm : ![0, -1, 0, 0, 0, 1, 0, 0, 0] ∈ level v := by
        rw [mem_level_iff]
        simp [sumA, sumB, hw]
      rw [← heq] at hm
      obtain ⟨x, hx⟩ := hm
      have h1 : x 0 + x 1 + x 2 = -1 := congrFun hx 1
      have h2 : x 0 = 0 := congrFun hx 2
      have h3 : x 1 = 0 := congrFun hx 3
      have h4 : x 2 = 0 := congrFun hx 4
      linarith
    refine ⟨hw, fun hv => ?_⟩
    -- here a state with a G = 0 component joins the level
    have hm : ![-v 8, -(v 3 * (√2 / 2)), 0, 0, 0, -(v 3 * (√2 / 2)), 0, 0, 0] ∈ level v := by
      rw [mem_level_iff]
      have hA : sumA ![-v 8, -(v 3 * (√2 / 2)), 0, 0, 0, -(v 3 * (√2 / 2)), 0, 0, 0]
          = v 3 * (√2 / 2) := by simp [sumA]
      have hB : sumB ![-v 8, -(v 3 * (√2 / 2)), 0, 0, 0, -(v 3 * (√2 / 2)), 0, 0, 0]
          = v 3 * (√2 / 2) := by simp [sumB]
      rw [hA, hB, Matrix.cons_val_zero]
      refine ⟨?_, by ring, by ring⟩
      linear_combination hv + v 3 ^ 2 / 2 * hs
    rw [← heq] at hm
    obtain ⟨x, hx⟩ := hm
    have h0 : (0 : ℝ) = -v 8 := congrFun hx 0
    exact hw (by linarith)
  · rintro ⟨hw, hv⟩
    have hle : level v ≤ LinearMap.range sextet := by
      intro ψ hψ
      obtain ⟨h0, hA, hB⟩ := (mem_level_iff v ψ).mp hψ
      -- eliminating the signed sums leaves one equation for the G = 0 amplitude
      have key : (v 3 ^ 2 - v 8 * (v 8 - 3)) * ψ 0 = 0 := by
        linear_combination v 3 * (√2 / 2) * hA + v 3 * (√2 / 2) * hB - v 8 * h0
          - v 3 ^ 2 * ψ 0 / 2 * hs
      have z : ψ 0 = 0 := (mul_eq_zero.mp key).resolve_left (sub_ne_zero.mpr hv)
      rw [z, mul_zero, add_zero] at hA hB
      have a : ψ 2 + ψ 3 + ψ 4 - ψ 1 = 0 := (mul_eq_zero.mp hA).resolve_left hw
      have b : ψ 6 + ψ 7 + ψ 8 - ψ 5 = 0 := (mul_eq_zero.mp hB).resolve_left hw
      refine ⟨![ψ 2, ψ 3, ψ 4, ψ 6, ψ 7, ψ 8], ?_⟩
      funext i
      fin_cases i
      exacts [z.symm, sub_eq_zero.mp a, rfl, rfl, rfl, sub_eq_zero.mp b, rfl, rfl, rfl]
    rw [le_antisymm hle (sextet_le_level v), hr]
```

A simpler sufficient condition is $0<v(8)<3$: the $\{220\}$ form factor is positive and smaller than 3, the kinetic energy of waves 1 to 8. Then $v(8)(v(8)-3)<0\le v(3)^2$, so both conditions hold. The final `nlinarith` uses the same signs.

```lean
/-- If `0 < v(8) < 3`, the multiplicity is exactly six, whatever the value of `v(3)`. -/
theorem multiplicity_eq_six (v : ℤ → ℝ) (h0 : 0 < v 8) (h3 : v 8 < 3) :
    Module.finrank ℝ (level v) = 6 := by
  refine (multiplicity_eq_six_iff v).mpr ⟨h0.ne', fun h => ?_⟩
  have hneg : 0 < v 8 * (3 - v 8) := mul_pos h0 (by linarith)
  nlinarith [sq_nonneg (v 3)]

end

end DiamondNineWaves
```

Here reality of $v(3)$ enters. With $v(8)=1$ and the imaginary value $v(3)=i\sqrt2$, the second condition would fail, and an extra state would join the level of a non-Hermitian matrix.

```lean
#print axioms DiamondNineWaves.wave_antipode
#print axioms DiamondNineWaves.six_le_multiplicity
#print axioms DiamondNineWaves.triplet_of_each_parity
#print axioms DiamondNineWaves.multiplicity_eq_six
```

```
'DiamondNineWaves.wave_antipode' depends on axioms: [propext, Classical.choice, Quot.sound]
'DiamondNineWaves.six_le_multiplicity' depends on axioms: [propext, Classical.choice, Quot.sound]
'DiamondNineWaves.triplet_of_each_parity' depends on axioms: [propext, Classical.choice, Quot.sound]
'DiamondNineWaves.multiplicity_eq_six' depends on axioms: [propext, Classical.choice, Quot.sound]
```
